# The three-state Bargmann invariant of unit vectors has real part at least −1/8

For unit vectors $u,v,w$ in a complex inner-product space, the cyclic product of overlaps

$$B=\langle u,v\rangle\langle v,w\rangle\langle w,u\rangle$$

satisfies $\operatorname{Re}B\ge-\tfrac18$. Three real qubit states at 120 degrees attain the bound. The modulus satisfies only $|B|\le1$, with $B=1$ when the states coincide.

## Berry phases on three-point loops

On a three-point loop that ends on the same vector it started from, a code can compute the single-band Berry phase as the argument of $B$, up to a sign convention. Diagonalisation returns each state with an arbitrary phase, and $B$ does not depend on these phases.

If $|B|>\tfrac18$, the argument cannot be $\pi$. A three-point loop of this kind with phase $\pi$ therefore has at least one overlap of modulus at most $\tfrac12$, so the state changes strongly between two of its points. For nonzero vectors that are not normalised, divide $B$ by $\|u\|^2\|v\|^2\|w\|^2$ before comparing it with these bounds.

## A reflection and a completed square

Reflect $w$ about $v$: set $r=2\langle v,w\rangle v-w$. Since $\|v\|=1$,

$$\|r\|^2=4|\langle v,w\rangle|^2-4|\langle v,w\rangle|^2+\|w\|^2=1.$$

Cauchy–Schwarz for $\langle u,r\rangle$ gives

$$|2\langle u,v\rangle\langle v,w\rangle-\langle u,w\rangle|\le1.$$

Let $t=|\langle w,u\rangle|$. Because $\langle u,w\rangle\langle w,u\rangle=t^2$,

$$2B=\bigl(2\langle u,v\rangle\langle v,w\rangle-\langle u,w\rangle\bigr)\langle w,u\rangle+t^2.$$

The first term has modulus at most $t$, so its real part is at least $-t$. Hence

$$\operatorname{Re}B\ge\frac{t^2-t}{2}=\frac12\Bigl(t-\frac12\Bigr)^2-\frac18\ge-\frac18.$$

**Equality.** If $\operatorname{Re}B=-\tfrac18$, then $t=\tfrac12$, and cyclic symmetry gives $|\langle u,v\rangle|=\tfrac12$. The numbers $a=-2\langle v,u\rangle$ and $b=-2\langle w,u\rangle$ are then phases, with $\langle u,av\rangle=\langle u,bw\rangle=-\tfrac12$ and $\langle av,bw\rangle=4B$. Therefore

$$\|u+av+bw\|^2=3-1-1+8\operatorname{Re}B=0.$$

Conversely, suppose phases $a,b$ satisfy $u+av+bw=0$ and $\langle u,av\rangle=-\tfrac12$. Substituting $bw=-(u+av)$ makes the other two overlaps $-\tfrac12$ as well, so $B=-\tfrac18$.

The zero sum alone is not enough: $u,\omega u,\omega^2u$ with $\omega=e^{2\pi i/3}$ sum to zero but have $B=1$. A zero sum already fixes $\operatorname{Re}\langle u,av\rangle=-\tfrac12$; the overlap condition adds that this number is real.

**Phase.** If $\arg B=\pi$, then $B$ is real and negative, so $|B|=-\operatorname{Re}B\le\tfrac18$.

## The Lean source

```lean
import Mathlib

open ComplexConjugate

namespace BargmannBound

noncomputable section

variable {E : Type*} [NormedAddCommGroup E] [InnerProductSpace ℂ E]

/-- The Bargmann invariant of three states: the cyclic product of their overlaps. -/
def bargmann (u v w : E) : ℂ :=
  inner ℂ u v * inner ℂ v w * inner ℂ w u

/-- A normalised state has overlap one with itself. -/
theorem inner_self_unit {v : E} (hv : ‖v‖ = 1) : inner ℂ v v = (1 : ℂ) := by
  rw [inner_self_eq_norm_sq_to_K, hv]
  simp

/-- The Bargmann invariant of three states does not change when each state is
multiplied by a phase factor of modulus one. -/
theorem bargmann_gauge (u v w : E) {a b c : ℂ}
    (ha : ‖a‖ = 1) (hb : ‖b‖ = 1) (hc : ‖c‖ = 1) :
    bargmann (a • u) (b • v) (c • w) = bargmann u v w := by
  have phase : ∀ z : ℂ, ‖z‖ = 1 → z * conj z = 1 := by
    intro z hz
    rw [Complex.mul_conj, Complex.normSq_eq_norm_sq, hz]
    norm_num
  -- every phase meets its own conjugate once around the loop
  calc bargmann (a • u) (b • v) (c • w)
      = (a * conj a) * (b * conj b) * (c * conj c) * bargmann u v w := by
        simp only [bargmann, inner_smul_left, inner_smul_right]
        ring
    _ = bargmann u v w := by
        rw [phase a ha, phase b hb, phase c hc]
        ring

/-- For a unit vector `v`, the matrix element of the reflection `2|v⟩⟨v| - 1` between `u` and `w`
has modulus at most the product of the norms of `u` and `w`. -/
theorem reflection_bound (u w : E) {v : E} (hv : ‖v‖ = 1) :
    ‖2 * (inner ℂ u v * inner ℂ v w) - inner ℂ u w‖ ≤ ‖u‖ * ‖w‖ := by
  have hvv := inner_self_unit hv
  -- the reflection preserves the norm
  have hr : inner ℂ ((2 * inner ℂ v w) • v - w) ((2 * inner ℂ v w) • v - w)
      = inner ℂ w w := by
    simp only [inner_sub_left, inner_sub_right, inner_smul_left, inner_smul_right,
      hvv, map_mul, map_ofNat, inner_conj_symm]
    ring
  have hn : ‖(2 * inner ℂ v w) • v - w‖ = ‖w‖ := by
    rw [norm_eq_sqrt_re_inner (𝕜 := ℂ) ((2 * inner ℂ v w) • v - w),
      norm_eq_sqrt_re_inner (𝕜 := ℂ) w, hr]
  have he : 2 * (inner ℂ u v * inner ℂ v w) - inner ℂ u w
      = inner ℂ u ((2 * inner ℂ v w) • v - w) := by
    rw [inner_sub_right, inner_smul_right]
    ring
  rw [he, ← hn]
  exact norm_inner_le_norm _ _

/-- For three normalised states, the modulus `t` of the single overlap `⟨w,u⟩` bounds the
real part of the Bargmann invariant from below by `(t² - t)/2`. -/
theorem bargmann_re_ge_overlap {u v w : E} (hu : ‖u‖ = 1) (hv : ‖v‖ = 1) (hw : ‖w‖ = 1) :
    (‖inner ℂ w u‖ ^ 2 - ‖inner ℂ w u‖) / 2 ≤ (bargmann u v w).re := by
  have h1 : inner ℂ u w * inner ℂ w u = ((‖inner ℂ w u‖ ^ 2 : ℝ) : ℂ) := by
    rw [← inner_conj_symm u w, mul_comm, Complex.mul_conj, Complex.normSq_eq_norm_sq]
  have h2 := reflection_bound u w hv
  rw [hu, hw, one_mul] at h2
  -- split the invariant into the reflection term and the squared overlap
  have h3 : bargmann u v w + bargmann u v w
      = (2 * (inner ℂ u v * inner ℂ v w) - inner ℂ u w) * inner ℂ w u
        + ((‖inner ℂ w u‖ ^ 2 : ℝ) : ℂ) := by
    rw [← h1]
    unfold bargmann
    ring
  have h4 := congrArg Complex.re h3
  rw [Complex.add_re, Complex.add_re, Complex.ofReal_re] at h4
  have h5 := (abs_le.mp (Complex.abs_re_le_norm
    ((2 * (inner ℂ u v * inner ℂ v w) - inner ℂ u w) * inner ℂ w u))).1
  rw [norm_mul] at h5
  have h6 := mul_le_mul_of_nonneg_right h2 (norm_nonneg (inner ℂ w u))
  linarith

/-- The real part of the Bargmann invariant of three normalised states is at least `-1/8`. -/
theorem bargmann_re_ge {u v w : E} (hu : ‖u‖ = 1) (hv : ‖v‖ = 1) (hw : ‖w‖ = 1) :
    -1 / 8 ≤ (bargmann u v w).re := by
  have h := bargmann_re_ge_overlap hu hv hw
  nlinarith [sq_nonneg (‖inner ℂ w u‖ - 1 / 2)]

/-- The Bargmann invariant of three normalised states has modulus at most one, and it
equals one when the three states coincide. -/
theorem bargmann_norm_le_one {u v w : E} (hu : ‖u‖ = 1) (hv : ‖v‖ = 1) (hw : ‖w‖ = 1) :
    ‖bargmann u v w‖ ≤ 1 ∧ bargmann u u u = 1 := by
  have k : ∀ x y : E, ‖x‖ = 1 → ‖y‖ = 1 → ‖inner ℂ x y‖ ≤ 1 := by
    intro x y hx hy
    have h := norm_inner_le_norm (𝕜 := ℂ) x y
    rwa [hx, hy, one_mul] at h
  constructor
  · rw [bargmann, norm_mul, norm_mul]
    exact mul_le_one₀ (mul_le_one₀ (k u v hu hv) (norm_nonneg _) (k v w hv hw))
      (norm_nonneg _) (k w u hw hu)
  · simp only [bargmann, inner_self_unit hu, mul_one]

/-- For normalised states, the real part equals `-1/8` exactly when `v` and `w` can be
rephased so that `u` and the new `v` have overlap `-1/2` and the three vectors sum to zero. -/
theorem bargmann_re_eq_iff {u v w : E} (hu : ‖u‖ = 1) (hv : ‖v‖ = 1) (hw : ‖w‖ = 1) :
    (bargmann u v w).re = -1 / 8 ↔
      ∃ a b : ℂ, ‖a‖ = 1 ∧ ‖b‖ = 1 ∧ inner ℂ u (a • v) = -1 / 2 ∧
        u + a • v + b • w = 0 := by
  have huu := inner_self_unit hu
  have hvv := inner_self_unit hv
  have hww := inner_self_unit hw
  constructor
  · intro h
    have hcyc : bargmann v w u = bargmann u v w := by
      unfold bargmann
      ring
    -- equality forces the overlaps to have modulus one half
    have h1 : ‖inner ℂ w u‖ = 1 / 2 := by
      have := bargmann_re_ge_overlap hu hv hw
      nlinarith [sq_nonneg (‖inner ℂ w u‖ - 1 / 2)]
    have h2 : ‖inner ℂ u v‖ = 1 / 2 := by
      have := bargmann_re_ge_overlap hv hw hu
      rw [hcyc] at this
      nlinarith [sq_nonneg (‖inner ℂ u v‖ - 1 / 2)]
    have hp : inner ℂ v u * inner ℂ u v = (1 / 4 : ℂ) := by
      rw [← inner_conj_symm v u, mul_comm, Complex.mul_conj,
        Complex.normSq_eq_norm_sq, h2]
      norm_num
    have hs := Complex.add_conj (bargmann u v w)
    rw [h] at hs
    simp only [bargmann, map_mul, inner_conj_symm] at hs
    push_cast at hs
    refine ⟨-(2 * inner ℂ v u), -(2 * inner ℂ w u), ?_, ?_, ?_, ?_⟩
    · rw [norm_neg, norm_mul, norm_inner_symm, h2]
      norm_num
    · rw [norm_neg, norm_mul, h1]
      norm_num
    · rw [inner_smul_right]
      linear_combination (-2) * hp
    · -- the squared norm of the sum is 1 + 8 Re B = 0
      rw [← inner_self_eq_zero (𝕜 := ℂ)]
      simp only [inner_add_left, inner_add_right, inner_smul_left, inner_smul_right,
        map_neg, map_mul, map_ofNat, inner_conj_symm, huu, hvv, hww]
      linear_combination 4 * hs
  · rintro ⟨a, b, ha, hb, hs, h0⟩
    have hg := bargmann_gauge u v w (a := 1) norm_one ha hb
    rw [one_smul] at hg
    have hy : b • w = -(u + a • v) := eq_neg_of_add_eq_zero_right h0
    have hxx : inner ℂ (a • v) (a • v) = (1 : ℂ) :=
      inner_self_unit (by rw [norm_smul, ha, hv, one_mul])
    have hxu : inner ℂ (a • v) u = (-1 / 2 : ℂ) := by
      have hreal : (-1 / 2 : ℂ) = ((-1 / 2 : ℝ) : ℂ) := by norm_num
      rw [← inner_conj_symm, hs, hreal, Complex.conj_ofReal]
    have hB : bargmann u (a • v) (b • w) = ((-1 / 8 : ℝ) : ℂ) := by
      rw [hy]
      simp only [bargmann, inner_neg_left, inner_neg_right, inner_add_left,
        inner_add_right, hs, hxx, hxu, huu]
      norm_num
    rw [← hg, hB, Complex.ofReal_re]

/-- The two-level state vector with real amplitudes `x` and `y`. -/
def realQubit (x y : ℝ) : EuclideanSpace ℂ (Fin 2) := !₂[(x : ℂ), (y : ℂ)]

/-- The overlap of two real two-level vectors is the dot product of their amplitudes. -/
theorem realQubit_inner (x y x' y' : ℝ) :
    inner ℂ (realQubit x y) (realQubit x' y') = ((x * x' + y * y' : ℝ) : ℂ) := by
  simp [realQubit, PiLp.inner_apply, Fin.sum_univ_two]
  ring

/-- Three real two-level states at 120 degrees to each other are normalised and have
Bargmann invariant `-1/8`. -/
theorem trine_attains_bound :
    ‖realQubit 1 0‖ = 1 ∧ ‖realQubit (-1 / 2) (√3 / 2)‖ = 1 ∧
      ‖realQubit (-1 / 2) (-(√3 / 2))‖ = 1 ∧
      bargmann (realQubit 1 0) (realQubit (-1 / 2) (√3 / 2))
        (realQubit (-1 / 2) (-(√3 / 2))) = -1 / 8 := by
  have h3 : √3 ^ 2 = (3 : ℝ) := Real.sq_sqrt (by norm_num)
  have unit : ∀ x y : ℝ, x * x + y * y = 1 → ‖realQubit x y‖ = 1 := by
    intro x y h
    rw [norm_eq_sqrt_re_inner (𝕜 := ℂ), realQubit_inner, h]
    simp
  refine ⟨unit _ _ (by norm_num), unit _ _ (by nlinarith [h3]),
    unit _ _ (by nlinarith [h3]), ?_⟩
  -- all three overlaps equal -1/2
  have e1 : (1 : ℝ) * (-1 / 2) + 0 * (√3 / 2) = -1 / 2 := by ring
  have e2 : (-1 / 2 : ℝ) * (-1 / 2) + √3 / 2 * (-(√3 / 2)) = -1 / 2 := by
    nlinarith [h3]
  have e3 : (-1 / 2 : ℝ) * 1 + -(√3 / 2) * 0 = -1 / 2 := by ring
  rw [bargmann, realQubit_inner, realQubit_inner, realQubit_inner, e1, e2, e3]
  norm_num

/-- If the Bargmann invariant of three normalised states has modulus above `1/8`, its
argument is not `π`. -/
theorem bargmann_arg_ne_pi {u v w : E} (hu : ‖u‖ = 1) (hv : ‖v‖ = 1) (hw : ‖w‖ = 1)
    (h : 1 / 8 < ‖bargmann u v w‖) : (bargmann u v w).arg ≠ Real.pi := by
  intro hpi
  obtain ⟨hre, him⟩ := Complex.arg_eq_pi_iff.mp hpi
  have hb := bargmann_re_ge hu hv hw
  have hn := Complex.sq_norm (bargmann u v w)
  rw [Complex.normSq_apply, him] at hn
  nlinarith

end

end BargmannBound
```

```lean
#print axioms BargmannBound.bargmann_re_ge
#print axioms BargmannBound.bargmann_re_eq_iff
#print axioms BargmannBound.trine_attains_bound
#print axioms BargmannBound.bargmann_arg_ne_pi
```

```
'BargmannBound.bargmann_re_ge' depends on axioms: [propext, Classical.choice, Quot.sound]
'BargmannBound.bargmann_re_eq_iff' depends on axioms: [propext, Classical.choice, Quot.sound]
'BargmannBound.trine_attains_bound' depends on axioms: [propext, Classical.choice, Quot.sound]
'BargmannBound.bargmann_arg_ne_pi' depends on axioms: [propext, Classical.choice, Quot.sound]
```

## From the Lean statements to stored wavefunctions

The type `E` is any complex inner-product space, of finite or infinite dimension. `inner ℂ u v` is $\langle u|v\rangle$, conjugate-linear in the first slot. `bargmann` accepts any vectors; normalisation enters through hypotheses such as `‖u‖ = 1`. A gauge change is multiplication by scalars of modulus one, written `a • u`.

`reflection_bound` expands the norm of $r$ with `simp only` and `ring`, then applies Cauchy–Schwarz. `bargmann_re_ge_overlap` splits $2B$ as above and combines the estimates with `linarith`. In `bargmann_re_ge`, `nlinarith` receives the square $(t-\tfrac12)^2$. `bargmann_norm_le_one` bounds each overlap by one.

`bargmann_gauge` pairs every phase with its conjugate. `bargmann_re_eq_iff` uses the phases $a,b$ above; its `linear_combination` steps check the overlap and the vanishing squared norm, and the converse uses gauge invariance to return to the original states. `realQubit_inner` reduces overlaps to real dot products, from which `trine_attains_bound` obtains three factors of $-\tfrac12$. `bargmann_arg_ne_pi` turns an argument of $\pi$ into a contradiction with the lower bound.

To apply the theorems to a calculation, one must check that its three overlaps come from one inner product and the same three vectors. If the three vectors are expanded in one non-orthogonal basis, its overlap matrix belongs in both the norms and the products; if the basis changes from point to point, each product needs the overlaps between the two bases involved. On a loop across the Brillouin zone, the last overlap may use a copy of the first state shifted by a reciprocal lattice vector; if that copy is a different vector, the product is not `bargmann u v w`, and the bound need not hold. The theorems concern exact complex numbers, so a floating-point comparison needs a tolerance. They treat one state per point and three points, not multiband Wilson loops or longer chains.
